# The Hartree potential of an exponentially bounded spherical density approaches N/r exponentially fast

## A cutoff radius without an error estimate

A radial calculation on an atom stops at some finite radius $R$, and a common choice is to set the Hartree potential there to $N/R$, as if all $N$ electrons sat at the nucleus. Without an estimate of what the charge beyond $R$ does, the error of that boundary value is unknown. The same gap affects exchange: for one electron the exact exchange potential should tend to $-1/r$, but the limit alone does not say at which radius a computed potential should have reached it.

For a continuous spherical density below a known decaying exponential, both deviations have an explicit upper bound at every $r>0$.

## Shells of charge and one-electron exchange

In atomic units, the Hartree potential of a density $\rho$ is $\int \rho(\mathbf r')/|\mathbf r-\mathbf r'|\,d^3r'$. For a spherical density, averaging $1/|\mathbf r-\mathbf r'|$ over the angles of a shell of radius $s$ gives $1/\max(r,s)$. Hence

$$N=4\pi\int_0^\infty s^2\rho(s)\,ds,\qquad
v_H(r)=4\pi\left[\frac1r\int_0^r s^2\rho(s)\,ds+\int_r^\infty s\,\rho(s)\,ds\right].$$

For a single occupied real s orbital $\varphi$, the Fock exchange operator sends a radial function $f$ to $-\varphi(r)\,v_H[\varphi f](r)$, where $v_H[\varphi f]$ is the Hartree potential of the product $\varphi f$. The local exchange potential $v_x$ is the result for $f=\varphi$, divided by $\varphi$.

## The bounds and their Lean form

Let $\rho$ be continuous on $[0,\infty)$ with $0\le\rho(s)\le A e^{-as}$ and $a>0$. Then for every $r>0$

$$0\le N-r\,v_H(r)\le 4\pi A e^{-ar}\left(\frac{r}{a^2}+\frac{2}{a^3}\right).$$

This is `hartree_tail_bound`. If $\varphi$ is continuous and normalised, with $\varphi(s)^2\le Ae^{-as}$, then `exchange_tail_bound` gives, wherever $\varphi(r)\neq0$,

$$0\le v_x(r)+\frac1r\le 4\pi A e^{-ar}\left(\frac1{a^2}+\frac{2}{a^3r}\right).$$

The Lean objects correspond to the physics as follows.

- `charge ρ` is $N$, a positive number of electrons. `hartree ρ r` is $v_H(r)$, positive for repulsion.
- `Ioc 0 r` is the interval $(0,r]$ and `Ioi r` is $(r,\infty)$. Densities and orbitals are functions on all of ℝ, but only their values at radii $s\ge0$ matter.
- `ContinuousOn ρ (Ici 0)` is continuity on $[0,\infty)$, which allows a cusp at the nucleus.
- The exponential bound stands for the decay of a bound state. The constant $a$ belongs to the density, so an orbital bounded in size by a multiple of $e^{-\kappa s}$ allows $a=2\kappa$. If a growing power of $s$ multiplies the exponential, as in the hydrogen 2s orbital, any positive $a$ below $2\kappa$ will do. The theorems ask for the bound at all radii, although the comparison that gives the upper bound at $r$ uses it only beyond $r$. The sign of $A$ needs no hypothesis, since $0\le\rho(0)\le A$.
- `φ` is the full orbital, including the constant angular factor $1/\sqrt{4\pi}$, and not the textbook radial function or $r$ times that function. Normalisation therefore reads `charge (fun s => φ s ^ 2) = 1`.
- `exchangePotential φ r` is a quotient. At a node of $\varphi$ Lean would return zero for it, and the hypothesis `φ r ≠ 0` excludes such radii.

The shell formula is the definition of `hartree`; the angular average that leads to it from the three-dimensional Coulomb integral is not formalised.

## The charge beyond r

All the integrals converge. For any power $n$,

$$s^n\rho(s)\le A\left(s^ne^{-as/2}\right)e^{-as/2},$$

and the bracket tends to zero, so the integrand is eventually below $Ae^{-as/2}$. On the remaining bounded interval it is continuous.

Now multiply $v_H$ by $r$, subtract it from $N$, and split the integral for $N$ at $r$. The inner charge cancels:

$$N-r\,v_H(r)=4\pi\left[\int_r^\infty s^2\rho\,ds-r\int_r^\infty s\rho\,ds\right]
=4\pi\int_r^\infty s(s-r)\rho(s)\,ds.$$

For $s>r$ the weight $s(s-r)$ is positive. Since $\rho\ge0$, the remainder is non-negative, which is the lower bound. Since $\rho\le Ae^{-as}$, it is at most the same integral with the exponential in place of $\rho$. An antiderivative of $s(s-r)Ae^{-as}$ is

$$F(s)=-Ae^{-as}\left[\frac{s(s-r)}{a}+\frac{2s-r}{a^2}+\frac{2}{a^3}\right].$$

When $F$ is differentiated, the terms with $(2s-r)/a$ and $2/a^2$ cancel in pairs and leave the integrand. As $F$ vanishes at infinity, the integral is

$$-F(r)=Ae^{-ar}\left(\frac r{a^2}+\frac2{a^3}\right),$$

and the factor $4\pi$ gives the upper bound. For $\rho=Ae^{-as}$ nothing was estimated, so this density attains the bound at every $r>0$.

## Hydrogenic 1s density and the exchange tail

For nuclear charge $Z>0$ the 1s density has $A=Z^3/\pi$ and $a=2Z$. The integral above at $r=0$ gives $N=4\pi A\cdot 2/a^3=1$. The remainder is

$$4Z^3e^{-2Zr}\left(\frac{r}{4Z^2}+\frac{1}{4Z^3}\right)=e^{-2Zr}(1+Zr),$$

so that

$$v_H(r)=\frac{1-e^{-2Zr}(1+Zr)}{r}.$$

For hydrogen at $r=10$ bohr, $r\,v_H$ differs from 1 by about $2.3\times10^{-8}$.

For exchange, the factor $\varphi(r)$ cancels in the quotient, which leaves $v_x=-v_H[\varphi^2]$: exchange removes the electron's repulsion from itself. With $N=1$,

$$v_x(r)+\frac1r=\frac{1-r\,v_H(r)}{r},$$

and dividing the Hartree bounds by $r$ gives the exchange bounds. For one electron in an s orbital, $-1/r$ is the tail that long-range-corrected hybrids aim to restore; the local-density exchange potential, proportional to $-\rho^{1/3}$, decays exponentially for such a density.

## Densities of either sign

The same argument handles a density difference. If only $|\rho(s)|\le Ae^{-as}$ is known, taking absolute values inside the remainder integral gives

$$|N-r\,v_H(r)|\le4\pi Ae^{-ar}\left(\frac r{a^2}+\frac2{a^3}\right).$$

This version is derived here in prose only. For a spherical change of density with no net charge, it bounds the change of the Hartree potential far out.

## The complete Lean file

```lean
import Mathlib

open MeasureTheory Set Filter Topology
open scoped Real

namespace HartreeTail

noncomputable section

/-- Total charge `N` of the spherical density `ρ`: the integral of `4π s² ρ(s)` over all radii. -/
def charge (ρ : ℝ → ℝ) : ℝ := 4 * π * ∫ s in Ioi 0, s ^ 2 * ρ s

/-- Hartree potential of the spherical density `ρ` at radius `r > 0`: the charge inside `r`
acts from the centre, and each outer shell contributes its charge divided by its radius. -/
def hartree (ρ : ℝ → ℝ) (r : ℝ) : ℝ :=
  4 * π * (1 / r * (∫ s in Ioc 0 r, s ^ 2 * ρ s) + ∫ s in Ioi r, s * ρ s)

/-- Fock exchange operator of a single occupied real s orbital `φ`, applied to a radial
function `f` and evaluated at radius `r > 0`. -/
def fockExchange (φ f : ℝ → ℝ) (r : ℝ) : ℝ :=
  -(φ r * hartree (fun s => φ s * f s) r)

/-- Local exchange potential of the occupied orbital `φ`: the exchange operator acting on `φ`,
divided by `φ`, at radii `r > 0` with `φ r ≠ 0`. -/
def exchangePotential (φ : ℝ → ℝ) (r : ℝ) : ℝ := fockExchange φ φ r / φ r

/-- Every power of the radius times a decaying exponential vanishes at large distance. -/
theorem pow_mul_exp_tendsto {a : ℝ} (ha : 0 < a) (n : ℕ) :
    Tendsto (fun s : ℝ => s ^ n * Real.exp (-(a * s))) atTop (𝓝 0) := by
  have h := ((Real.tendsto_pow_mul_exp_neg_atTop_nhds_zero n).comp
    (tendsto_id.const_mul_atTop ha)).const_mul ((a ^ n)⁻¹)
  rw [mul_zero] at h
  refine h.congr fun s => ?_
  simp only [Function.comp_apply, id_eq, mul_pow]
  rw [← mul_assoc, ← mul_assoc, inv_mul_cancel₀ (pow_ne_zero n ha.ne'), one_mul]

/-- A continuous radial function bounded in size by a decaying exponential has finite radial
moments of every order. -/
theorem moment_integrable {ρ : ℝ → ℝ} {A a : ℝ} (ha : 0 < a) (hc : ContinuousOn ρ (Ici 0))
    (hb : ∀ s, 0 ≤ s → |ρ s| ≤ A * Real.exp (-(a * s))) (n : ℕ) :
    IntegrableOn (fun s => s ^ n * ρ s) (Ioi 0) := by
  refine integrable_of_isBigO_exp_neg (b := a / 2) (half_pos ha)
    ((continuous_pow n).continuousOn.mul hc) ?_
  have hA : 0 ≤ A := by simpa using (abs_nonneg _).trans (hb 0 le_rfl)
  refine Asymptotics.IsBigO.of_bound A ?_
  -- half of the exponential absorbs the power of the radius
  filter_upwards [(pow_mul_exp_tendsto (half_pos ha) n).eventually_lt_const zero_lt_one,
    eventually_ge_atTop 0] with s h1 hs
  have he : Real.exp (-(a * s)) = Real.exp (-(a / 2 * s)) * Real.exp (-(a / 2 * s)) := by
    rw [← Real.exp_add]
    congr 1
    ring
  rw [Real.norm_eq_abs, Real.norm_eq_abs, abs_mul, abs_of_nonneg (pow_nonneg hs n),
    abs_of_pos (Real.exp_pos _), neg_mul]
  calc s ^ n * |ρ s| ≤ s ^ n * (A * Real.exp (-(a * s))) :=
        mul_le_mul_of_nonneg_left (hb s hs) (pow_nonneg hs n)
    _ = (s ^ n * Real.exp (-(a / 2 * s))) * (A * Real.exp (-(a / 2 * s))) := by rw [he]; ring
    _ ≤ 1 * (A * Real.exp (-(a / 2 * s))) :=
        mul_le_mul_of_nonneg_right h1.le (mul_nonneg hA (Real.exp_pos _).le)
    _ = _ := one_mul _

/-- Exact remainder: for a continuous density bounded in size by a decaying exponential, at every
`r > 0`, `N - r vH(r)` is `4π` times the integral of `s (s - r) ρ(s)` over the radii beyond `r`, and
this integral converges. -/
theorem remainder_eq {ρ : ℝ → ℝ} {A a r : ℝ} (ha : 0 < a) (hc : ContinuousOn ρ (Ici 0))
    (hb : ∀ s, 0 ≤ s → |ρ s| ≤ A * Real.exp (-(a * s))) (hr : 0 < r) :
    IntegrableOn (fun s => s * (s - r) * ρ s) (Ioi r) ∧
      charge ρ - r * hartree ρ r = 4 * π * ∫ s in Ioi r, s * (s - r) * ρ s := by
  have h2 := moment_integrable ha hc hb 2
  have h1 := moment_integrable ha hc hb 1
  simp only [pow_one] at h1
  have h2r := h2.mono_set (Ioi_subset_Ioi hr.le)
  have hk : IntegrableOn (fun s => r * (s * ρ s)) (Ioi r) :=
    Integrable.const_mul (h1.mono_set (Ioi_subset_Ioi hr.le)) r
  have hf : (fun s => s * (s - r) * ρ s) = fun s => s ^ 2 * ρ s - r * (s * ρ s) := by
    funext s
    ring
  rw [hf]
  refine ⟨Integrable.sub h2r hk, ?_⟩
  -- split the total charge at the radius r
  have hsplit : ∫ s in Ioi 0, s ^ 2 * ρ s
      = (∫ s in Ioc 0 r, s ^ 2 * ρ s) + ∫ s in Ioi r, s ^ 2 * ρ s := by
    rw [← Ioc_union_Ioi_eq_Ioi hr.le]
    exact setIntegral_union (Set.disjoint_left.2 fun x hx hx' => not_lt_of_ge hx.2 hx')
      measurableSet_Ioi (h2.mono_set Ioc_subset_Ioi_self) h2r
  have hr' : r * (1 / r) = 1 := mul_one_div_cancel hr.ne'
  rw [integral_sub h2r hk, integral_const_mul, charge, hartree, hsplit]
  linear_combination (-4 * π * ∫ s in Ioc 0 r, s ^ 2 * ρ s) * hr'

/-- The remainder integral of an exponential density with decay constant `a > 0`, taken from
any radius `r ≥ 0` outwards. -/
theorem exponential_tail {a r : ℝ} (A : ℝ) (ha : 0 < a) (hr : 0 ≤ r) :
    IntegrableOn (fun s => s * (s - r) * (A * Real.exp (-(a * s)))) (Ioi r) ∧
      ∫ s in Ioi r, s * (s - r) * (A * Real.exp (-(a * s)))
        = A * Real.exp (-(a * r)) * (r / a ^ 2 + 2 / a ^ 3) := by
  have hm := moment_integrable (ρ := fun s => A * Real.exp (-(a * s))) (A := |A|) ha
    (by fun_prop) (fun s _ => by rw [abs_mul, abs_of_pos (Real.exp_pos _)])
  have hint : IntegrableOn (fun s => s * (s - r) * (A * Real.exp (-(a * s)))) (Ioi r) := by
    have hf : (fun s => s * (s - r) * (A * Real.exp (-(a * s)))) = fun s =>
        s ^ 2 * (A * Real.exp (-(a * s))) - r * (s ^ 1 * (A * Real.exp (-(a * s)))) := by
      funext s
      ring
    rw [hf]
    exact Integrable.sub ((hm 2).mono_set (Ioi_subset_Ioi hr))
      (Integrable.const_mul ((hm 1).mono_set (Ioi_subset_Ioi hr)) r)
  -- an explicit antiderivative, which vanishes at infinity
  have hd : ∀ x : ℝ, HasDerivAt (fun s => -(A * Real.exp (-(a * s)) *
      (s * (s - r) / a + (2 * s - r) / a ^ 2 + 2 / a ^ 3)))
      (x * (x - r) * (A * Real.exp (-(a * x)))) x := by
    intro x
    have he := ((hasDerivAt_id' x).const_mul a).fun_neg.exp
    have h1 := ((hasDerivAt_id' x).fun_mul ((hasDerivAt_id' x).sub_const r)).div_const a
    have h2 := (((hasDerivAt_id' x).const_mul (2 : ℝ)).sub_const r).div_const (a ^ 2)
    have hp := (h1.fun_add h2).add_const (2 / a ^ 3)
    exact ((he.const_mul A).fun_mul hp).fun_neg.congr_deriv (by field_simp; ring)
  have hlim : Tendsto (fun s => -(A * Real.exp (-(a * s)) *
      (s * (s - r) / a + (2 * s - r) / a ^ 2 + 2 / a ^ 3))) atTop (𝓝 0) := by
    have h := (((pow_mul_exp_tendsto ha 2).const_mul (-(A / a))).add
      ((pow_mul_exp_tendsto ha 1).const_mul (A * r / a - 2 * A / a ^ 2))).add
      ((pow_mul_exp_tendsto ha 0).const_mul (A * r / a ^ 2 - 2 * A / a ^ 3))
    simp only [mul_zero, add_zero] at h
    refine h.congr fun s => ?_
    ring
  exact ⟨hint, (integral_Ioi_of_hasDerivAt_of_tendsto' (fun x _ => hd x) hint hlim).trans
    (by simp only [sub_self, mul_zero, zero_div]; ring)⟩

/-- Hartree tail bound: for a continuous density with `0 ≤ ρ(s) ≤ A exp(-a s)` and `a > 0`,
`r vH(r)` lies below the total charge by at most an exponentially small amount, at every
`r > 0`. -/
theorem hartree_tail_bound {ρ : ℝ → ℝ} {A a r : ℝ} (ha : 0 < a) (hc : ContinuousOn ρ (Ici 0))
    (hρ : ∀ s, 0 ≤ s → 0 ≤ ρ s ∧ ρ s ≤ A * Real.exp (-(a * s))) (hr : 0 < r) :
    0 ≤ charge ρ - r * hartree ρ r ∧
      charge ρ - r * hartree ρ r
        ≤ 4 * π * A * Real.exp (-(a * r)) * (r / a ^ 2 + 2 / a ^ 3) := by
  obtain ⟨hi, he⟩ := remainder_eq ha hc
    (fun s hs => (abs_of_nonneg (hρ s hs).1).le.trans (hρ s hs).2) hr
  obtain ⟨hj, ht⟩ := exponential_tail A ha hr.le
  have hw : ∀ s ∈ Ioi r, 0 ≤ s ∧ 0 ≤ s * (s - r) := fun s hs => by
    have hs' : r < s := hs
    exact ⟨by linarith, mul_nonneg (by linarith) (by linarith)⟩
  rw [he]
  constructor
  · exact mul_nonneg (by positivity) (setIntegral_nonneg measurableSet_Ioi
      fun s hs => mul_nonneg (hw s hs).2 (hρ s (hw s hs).1).1)
  · -- compare with the exponential density under the integral
    have hmono := setIntegral_mono_on hi hj measurableSet_Ioi
      fun s hs => mul_le_mul_of_nonneg_left (hρ s (hw s hs).1).2 (hw s hs).2
    rw [ht] at hmono
    calc _ ≤ 4 * π * (A * Real.exp (-(a * r)) * (r / a ^ 2 + 2 / a ^ 3)) :=
          mul_le_mul_of_nonneg_left hmono (by positivity)
      _ = _ := by ring

/-- Sharpness: the exponential density `A exp(-a s)` with `a > 0` attains the upper bound at
every `r > 0`. -/
theorem hartree_tail_sharp {a r : ℝ} (A : ℝ) (ha : 0 < a) (hr : 0 < r) :
    charge (fun s => A * Real.exp (-(a * s)))
        - r * hartree (fun s => A * Real.exp (-(a * s))) r
      = 4 * π * A * Real.exp (-(a * r)) * (r / a ^ 2 + 2 / a ^ 3) := by
  have h := (remainder_eq (ρ := fun s => A * Real.exp (-(a * s))) (A := |A|) ha
    (by fun_prop) (fun s _ => by rw [abs_mul, abs_of_pos (Real.exp_pos _)]) hr).2
  rw [h, (exponential_tail A ha hr.le).2]
  ring

/-- The hydrogenic 1s density `(Z³/π) exp(-2 Z s)` with `Z > 0` has unit charge, and its Hartree
potential at `r > 0` is `(1 - exp(-2 Z r) (1 + Z r)) / r`. -/
theorem hartree_hydrogenic {Z r : ℝ} (hZ : 0 < Z) (hr : 0 < r) :
    charge (fun s => Z ^ 3 / π * Real.exp (-(2 * Z * s))) = 1 ∧
      hartree (fun s => Z ^ 3 / π * Real.exp (-(2 * Z * s))) r
        = (1 - Real.exp (-(2 * Z * r)) * (1 + Z * r)) / r := by
  have hπ : π ≠ 0 := Real.pi_ne_zero
  have ha : 0 < 2 * Z := by positivity
  have hN : charge (fun s => Z ^ 3 / π * Real.exp (-(2 * Z * s))) = 1 := by
    have h := (exponential_tail (Z ^ 3 / π) ha le_rfl).2
    simp only [sub_zero, ← pow_two, mul_zero, neg_zero, Real.exp_zero, zero_div, zero_add,
      mul_one] at h
    rw [charge, h]
    field_simp
    norm_num
  refine ⟨hN, ?_⟩
  have h := hartree_tail_sharp (Z ^ 3 / π) ha hr
  have hk : 4 * π * (Z ^ 3 / π) * Real.exp (-(2 * Z * r))
      * (r / (2 * Z) ^ 2 + 2 / (2 * Z) ^ 3) = Real.exp (-(2 * Z * r)) * (1 + Z * r) := by
    field_simp
    ring
  rw [eq_div_iff hr.ne']
  linear_combination hN - h - hk

/-- One-electron exchange: for a continuous normalised s orbital with `φ(s)² ≤ A exp(-a s)` and
`a > 0`, the exchange potential exceeds `-1/r` by at most an exponentially small amount, at every
`r > 0` where the orbital does not vanish. -/
theorem exchange_tail_bound {φ : ℝ → ℝ} {A a r : ℝ} (ha : 0 < a) (hc : ContinuousOn φ (Ici 0))
    (hb : ∀ s, 0 ≤ s → φ s ^ 2 ≤ A * Real.exp (-(a * s)))
    (hN : charge (fun s => φ s ^ 2) = 1) (hr : 0 < r) (hφ : φ r ≠ 0) :
    0 ≤ exchangePotential φ r + 1 / r ∧
      exchangePotential φ r + 1 / r
        ≤ 4 * π * A * Real.exp (-(a * r)) * (1 / a ^ 2 + 2 / (a ^ 3 * r)) := by
  obtain ⟨hlo, hup⟩ := hartree_tail_bound (ρ := fun s => φ s ^ 2) ha (hc.pow 2)
    (fun s hs => ⟨sq_nonneg _, hb s hs⟩) hr
  rw [hN] at hlo hup
  -- exchange cancels the self-repulsion of the electron
  have hx : exchangePotential φ r = -hartree (fun s => φ s ^ 2) r := by
    simp only [exchangePotential, fockExchange, ← pow_two]
    rw [neg_div, mul_div_cancel_left₀ _ hφ]
  have he : exchangePotential φ r + 1 / r
      = (1 - r * hartree (fun s => φ s ^ 2) r) / r := by
    rw [hx, sub_div, mul_div_cancel_left₀ _ hr.ne']
    ring
  rw [he]
  refine ⟨div_nonneg hlo hr.le, (div_le_iff₀ hr).2 (hup.trans_eq ?_)⟩
  have hk : r / a ^ 2 + 2 / a ^ 3 = (1 / a ^ 2 + 2 / (a ^ 3 * r)) * r := by
    field_simp
  rw [hk]
  ring

end

end HartreeTail
```

```lean
#print axioms HartreeTail.hartree_tail_bound
#print axioms HartreeTail.hartree_hydrogenic
#print axioms HartreeTail.exchange_tail_bound
```

```
'HartreeTail.hartree_tail_bound' depends on axioms: [propext, Classical.choice, Quot.sound]
'HartreeTail.hartree_hydrogenic' depends on axioms: [propext, Classical.choice, Quot.sound]
'HartreeTail.exchange_tail_bound' depends on axioms: [propext, Classical.choice, Quot.sound]
```

## From the lemmas to the two bounds

`pow_mul_exp_tendsto` rescales Mathlib's limit $x^ne^{-x}\to0$ to the decay constant $a$. `moment_integrable` uses it with $a/2$: the `calc` block is the splitting of the exponential into two halves, and `integrable_of_isBigO_exp_neg` combines the resulting tail estimate with continuity. It assumes a bound on $|\rho|$, so it also serves for densities of either sign.

`remainder_eq` is the exact formula for $N-r\,v_H(r)$. The step `hsplit` divides the total charge at $r$ through `setIntegral_union`, and the final `linear_combination` cancels the inner charge using $r\cdot(1/r)=1$. The theorem also records that the remainder integral converges, which the later comparison needs.

`exponential_tail` evaluates the integral for the exponential density. Its step `hd` checks the derivative of $F$, `hlim` shows that $F$ vanishes at infinity, and `integral_Ioi_of_hasDerivAt_of_tendsto'` turns the two into the value $-F(r)$. The lemma admits $r=0$, which later supplies the hydrogenic normalisation.

In `hartree_tail_bound`, the fact `hw` gives the sign of the weight $s(s-r)$. The lower bound then follows from `setIntegral_nonneg` and the upper one from `setIntegral_mono_on`, the comparison under the integral sign. `hartree_tail_sharp` joins the exact remainder to the exponential integral, with no inequality in between. `hartree_hydrogenic` inserts $A=Z^3/\pi$ and $a=2Z$ and solves for the potential.

`exchange_tail_bound` applies the Hartree bound to $\varphi^2$, which is non-negative because it is a square. The step `hx` cancels $\varphi(r)$ and identifies the exchange potential with $-v_H[\varphi^2]$; `he` rewrites its distance from $-1/r$ as the Hartree remainder divided by $r$.
